# Unit site density in nondegenerate eigenstates of the particle-hole symmetric extended Hubbard model on a bipartite lattice

Does each site of an interacting electron lattice carry one electron on average? We pose this for matrices on a finite-dimensional space, with a unit vector $v$ spanning an eigenspace of $H$ in the whole space, not merely at fixed particle number.

For orbitals $i=(p,s)$, let $a_i$ annihilate, $c_i=a_i^\dagger$, $n_i=c_i a_i$ and $n_p=n_{p\uparrow}+n_{p\downarrow}$. Take real $U_p,V_{pq}$, real symmetric $t_{pq}$ and sublattice signs $e_p=\pm1$, with $t_{pq}=0$ when $e_p=e_q$:

$$\begin{aligned}H={}&\sum_{pqs}t_{pq}c_{ps}a_{qs}+\sum_p U_p(n_{p\uparrow}-\tfrac12)(n_{p\downarrow}-\tfrac12)\\&+\sum_{pq}V_{pq}(n_p-1)(n_q-1).\end{aligned}$$

Then $\langle v,n_pv\rangle=1$. In finite Hubbard or Pariser–Parr–Pople models of this form, nondegenerate states therefore have uniform site charges.

## Exchanging particles and holes

Write $e_i=e_p$ and $G_k=a_k+e_kc_k$. Since $a_k^2=c_k^2=0$,

$$\begin{aligned}G_k^\dagger G_k&=c_ka_k+a_kc_k=1,\\G_ka_k&=e_kc_ka_k=e_kc_kG_k,\\G_kc_k&=a_kc_k=e_ka_kG_k.\end{aligned}$$

$G_k$ anticommutes with the other orbitals' operators. The product $W$ of all $G_k$ is unitary; the common signs cancel in pairs:

$$Wc_ia_j=e_ie_ja_ic_jW.$$

On a bond $e_pe_q=-1$, so $Wc_{ps}a_{qs}=-a_{ps}c_{qs}W=c_{qs}a_{ps}W$; symmetric $t$ preserves the sum. For $i=j$, $Wn_i=(1-n_i)W$, so $n_i-\frac12$ and $n_p-1$ change sign, their products do not, and $WH=HW$.

Thus $Wv=zv$ with $|z|=1$, and

$$\begin{aligned}\langle v,(n_p-1)v\rangle&=\langle Wv,W(n_p-1)v\rangle\\&=-\langle Wv,(n_p-1)Wv\rangle\\&=-\langle v,(n_p-1)v\rangle=0.\end{aligned}$$

## Operators and hypotheses in Lean

```lean
import Mathlib

open Matrix
open scoped Kronecker

namespace UniformDensity

variable {κ Λ ν : Type*} [DecidableEq κ] [Fintype Λ] [DecidableEq Λ] [Fintype ν] [DecidableEq ν]
```

`IsCAR` encodes the anticommutation relations; `ᴴ` is the adjoint.

```lean
/-- The matrices `a i` and their adjoints obey the canonical anticommutation relations. -/
structure IsCAR (a : κ → Matrix ν ν ℂ) : Prop where
  anti : ∀ i j, a i * a j + a j * a i = 0
  mixed : ∀ i j, a i * (a j)ᴴ + (a j)ᴴ * a i = if i = j then 1 else 0

/-- The creation (`true`) or annihilation (`false`) operator of an orbital. -/
def op (a : κ → Matrix ν ν ℂ) (i : κ) : Bool → Matrix ν ν ℂ
  | true => (a i)ᴴ
  | false => a i

/-- The occupation number operator of one spin orbital. -/
def num (a : κ → Matrix ν ν ℂ) (i : κ) : Matrix ν ν ℂ := (a i)ᴴ * a i

/-- The electron number on site `p`, summed over spin up (`true`) and down (`false`). -/
def density (a : Λ × Bool → Matrix ν ν ℂ) (p : Λ) : Matrix ν ν ℂ :=
  num a (p, true) + num a (p, false)
```

The $V$ sum runs over ordered pairs, including $p=q$.

```lean
/-- Hopping `t`, on-site repulsion `U` and density-density interaction `V`, the interactions
being measured from half filling. -/
noncomputable def hamiltonian (t : Λ → Λ → ℝ) (U : Λ → ℝ) (V : Λ → Λ → ℝ)
    (a : Λ × Bool → Matrix ν ν ℂ) : Matrix ν ν ℂ :=
  (∑ p, ∑ q, ∑ s, t p q • ((a (p, s))ᴴ * a (q, s)))
  + (∑ p, U p • ((num a (p, true) - (1 / 2 : ℝ) • 1) * (num a (p, false) - (1 / 2 : ℝ) • 1)))
  + ∑ p, ∑ q, V p q • ((density a p - 1) * (density a q - 1))

/-- Symmetric hopping that only connects sites of opposite sign `e`. -/
structure Bipartite (e : Λ → ℝ) (t : Λ → Λ → ℝ) : Prop where
  sign : ∀ p, e p = 1 ∨ e p = -1
  symm : ∀ p q, t p q = t q p
  hop : ∀ p q, e p = e q → t p q = 0
```

Whether a real molecule fits this $H$ and has a nondegenerate level needs separate justification. For a half-filled eigenstate, nondegeneracy within the half-filled sector is enough. With $N=\sum_p n_p$ and $L$ sites, adding a constant $\lambda$ to every $V_{pq}$ adds $\lambda(N-L)^2$ to $H$. This vanishes at half filling and, for large $\lambda$, lifts all other sectors above the level, so the theorem applies to the shifted $H$ and the same $v$.

```lean
/-- The unit vector `v` spans the eigenspace of `H` at energy `E`. -/
structure Nondegenerate (H : Matrix ν ν ℂ) (E : ℂ) (v : ν → ℂ) : Prop where
  norm : star v ⬝ᵥ v = 1
  eigen : H *ᵥ v = E • v
  unique : ∀ w, H *ᵥ w = E • w → ∃ z : ℂ, w = z • v
```

## From one orbital to the density

`linear_combination` assembles the identities for $G_k$.

```lean
/-- For a sign `e`, a unitary exchanges creation and annihilation in orbital `k` up to the
factor `e`, and anticommutes with the operators of all other orbitals. -/
theorem exists_mirror {a : κ → Matrix ν ν ℂ} (ha : IsCAR a) (k : κ) {e : ℝ}
    (he : e = 1 ∨ e = -1) : ∃ G : Matrix ν ν ℂ, Gᴴ * G = 1 ∧
      (∀ b, G * op a k b = e • (op a k (!b) * G)) ∧
      ∀ i, i ≠ k → ∀ b, G * op a i b = (-1 : ℝ) • (op a i b * G) := by
  have haa : a k * a k = 0 := by
    calc a k * a k = (1 / 2 : ℝ) • (a k * a k + a k * a k) := by module
      _ = 0 := by rw [ha.anti, smul_zero]
  have hcc : (a k)ᴴ * (a k)ᴴ = 0 := by rw [← conjTranspose_mul, haa, conjTranspose_zero]
  have hac := ha.mixed k k
  rw [if_pos rfl] at hac
  have h1 : ∀ i, i ≠ k → a i * (a k)ᴴ + (a k)ᴴ * a i = 0 := fun i hi => by
    rw [ha.mixed, if_neg hi]
  have h2 : ∀ i, i ≠ k → a k * (a i)ᴴ + (a i)ᴴ * a k = 0 := fun i hi => by
    rw [ha.mixed, if_neg hi.symm]
  have h3 : ∀ i, (a k)ᴴ * (a i)ᴴ + (a i)ᴴ * (a k)ᴴ = 0 := fun i => by
    rw [← conjTranspose_mul, ← conjTranspose_mul, ← conjTranspose_add, ha.anti,
      conjTranspose_zero]
  refine ⟨a k + e • (a k)ᴴ, ?_⟩
  rcases he with rfl | rfl <;>
    simp only [Bool.forall_bool, op, Bool.not_true, Bool.not_false, one_smul, neg_smul,
      conjTranspose_add, conjTranspose_neg, conjTranspose_conjTranspose, Matrix.mul_add,
      Matrix.add_mul, Matrix.mul_neg, Matrix.neg_mul]
  · exact ⟨by linear_combination (norm := abel) hac + haa + hcc,
      ⟨by linear_combination (norm := abel) haa - hcc,
        by linear_combination (norm := abel) hcc - haa⟩,
      fun i hi => ⟨by linear_combination (norm := abel) ha.anti k i + h1 i hi,
        by linear_combination (norm := abel) h2 i hi + h3 i⟩⟩
  · exact ⟨by linear_combination (norm := abel) hac - haa - hcc,
      ⟨by linear_combination (norm := abel) haa - hcc,
        by linear_combination (norm := abel) haa - hcc⟩,
      fun i hi => ⟨by linear_combination (norm := abel) ha.anti k i - h1 i hi,
        by linear_combination (norm := abel) h2 i hi - h3 i⟩⟩
```

Induction over orbitals builds $W$; `s`, here not a spin, tracks the common sign.

```lean
/-- For finitely many orbitals with signs `e`, a unitary `W` implements the particle-hole
exchange on bilinears: it carries `c_i a_j` to `e_i e_j a_i c_j`. -/
theorem exists_particleHole [Fintype κ] {a : κ → Matrix ν ν ℂ} (ha : IsCAR a) {e : κ → ℝ}
    (he : ∀ i, e i = 1 ∨ e i = -1) : ∃ W : Matrix ν ν ℂ, Wᴴ * W = 1 ∧
      ∀ i j, W * ((a i)ᴴ * a j) = (e i * e j) • (a i * (a j)ᴴ * W) := by
  have comp : ∀ {G W X Y Z : Matrix ν ν ℂ} {α β : ℝ}, W * X = α • (Y * W) →
      G * Y = β • (Z * G) → G * W * X = (α * β) • (Z * (G * W)) := by
    intro G W X Y Z α β hW hG
    rw [Matrix.mul_assoc, hW, Matrix.mul_smul, ← Matrix.mul_assoc G Y W, hG, Matrix.smul_mul,
      smul_smul, Matrix.mul_assoc Z G W]
  -- exchange the orbitals of a finite set one after the other
  have main : ∀ S : Finset κ, ∃ (W : Matrix ν ν ℂ) (s : ℝ), Wᴴ * W = 1 ∧ s * s = 1 ∧
      (∀ i ∈ S, ∀ b, W * op a i b = (-(s * e i)) • (op a i (!b) * W)) ∧
      (∀ i, i ∉ S → ∀ b, W * op a i b = s • (op a i b * W)) := by
    intro S
    induction S using Finset.induction_on with
    | empty => exact ⟨1, 1, by simp, by simp, by simp, by simp⟩
    | insert k S hk ih =>
      obtain ⟨W, s, hW, hs, hin, hout⟩ := ih
      obtain ⟨G, hG, hGk, hGj⟩ := exists_mirror ha k (he k)
      refine ⟨G * W, -s, ?_, by linear_combination hs, fun i hi b => ?_, fun i hi b => ?_⟩
      · rw [conjTranspose_mul, Matrix.mul_assoc, ← Matrix.mul_assoc Gᴴ, hG, Matrix.one_mul, hW]
      · by_cases hik : i = k
        · rw [hik, comp (hout k hk b) (hGk b)]
          module
        · rw [comp (hin i ((Finset.mem_insert.mp hi).resolve_left hik) b) (hGj i hik (!b))]
          module
      · rw [Finset.mem_insert, not_or] at hi
        rw [comp (hout i hi.2 b) (hGj i hi.1 b)]
        module
  obtain ⟨W, s, hW, hs, hin, -⟩ := main Finset.univ
  refine ⟨W, hW, fun i j => ?_⟩
  have hi : W * (a i)ᴴ = (-(s * e i)) • (a i * W) := hin i (Finset.mem_univ i) true
  have hj : W * a j = (-(s * e j)) • ((a j)ᴴ * W) := hin j (Finset.mem_univ j) false
  rw [← Matrix.mul_assoc, hi, Matrix.smul_mul, Matrix.mul_assoc (a i) W, hj,
    Matrix.mul_smul, smul_smul, ← Matrix.mul_assoc (a i)]
  congr 1
  linear_combination (e i * e j) * hs
```

`hop` reverses bonds; `even` pairs the sign changes.

```lean
/-- For fermion operators and bipartite symmetric hopping with sublattice signs `e`, an operator `W`
that carries every `c_i a_j` to `e_i e_j a_i c_j` commutes with the Hamiltonian and anticommutes
with every site density measured from one. -/
theorem particleHole_symmetry {a : Λ × Bool → Matrix ν ν ℂ} (ha : IsCAR a) {e : Λ → ℝ}
    {t : Λ → Λ → ℝ} (ht : Bipartite e t) (U : Λ → ℝ) (V : Λ → Λ → ℝ) {W : Matrix ν ν ℂ}
    (hb : ∀ i j, W * ((a i)ᴴ * a j) = (e i.1 * e j.1) • (a i * (a j)ᴴ * W)) :
    W * hamiltonian t U V a = hamiltonian t U V a * W ∧
      ∀ p, W * (density a p - 1) = -((density a p - 1) * W) := by
  have hn : ∀ i, W * num a i = W - num a i * W := fun i => by
    have h1 : e i.1 * e i.1 = 1 := by rcases ht.sign i.1 with h | h <;> rw [h] <;> norm_num
    have h2 := ha.mixed i i
    rw [if_pos rfl] at h2
    rw [num, hb, h1, one_smul, eq_sub_of_add_eq h2, Matrix.sub_mul, Matrix.one_mul]
  -- a hopping bond is carried to the reversed bond
  have hop : ∀ p q s, W * (t p q • ((a (p, s))ᴴ * a (q, s)))
      = t q p • ((a (q, s))ᴴ * a (p, s)) * W := fun p q s => by
    by_cases h : e p = e q
    · simp [ht.hop p q h, ht.hop q p h.symm]
    · have hpq : p ≠ q := fun h' => h (congrArg e h')
      have hs : e p * e q = -1 := by
        rcases ht.sign p with h1 | h1 <;> rcases ht.sign q with h2 | h2 <;> simp_all
      have hac := ha.mixed (p, s) (q, s)
      rw [if_neg (by simp [hpq])] at hac
      have hb' : W * ((a (p, s))ᴴ * a (q, s))
        = (e p * e q) • (a (p, s) * (a (q, s))ᴴ * W) := hb (p, s) (q, s)
      rw [Matrix.mul_smul, hb', hs, eq_neg_of_add_eq_zero_left hac, ht.symm p q,
        Matrix.neg_mul, Matrix.smul_mul]
      module
  -- products of two odd factors are even
  have even : ∀ A B : Matrix ν ν ℂ, W * A = -(A * W) → W * B = -(B * W) →
      W * (A * B) = A * B * W := fun A B hA hB => by
    rw [← Matrix.mul_assoc, hA, Matrix.neg_mul, Matrix.mul_assoc, hB, Matrix.mul_neg, neg_neg,
      Matrix.mul_assoc]
  have hhalf : ∀ i, W * (num a i - (1 / 2 : ℝ) • 1) = -((num a i - (1 / 2 : ℝ) • 1) * W) :=
    fun i => by
      rw [Matrix.mul_sub, Matrix.sub_mul, hn, Matrix.mul_smul, Matrix.smul_mul,
        Matrix.mul_one, Matrix.one_mul]
      module
  have hd : ∀ p, W * (density a p - 1) = -((density a p - 1) * W) := fun p => by
    rw [density, Matrix.mul_sub, Matrix.mul_add, hn, hn, Matrix.sub_mul, Matrix.add_mul,
      Matrix.mul_one, Matrix.one_mul]
    abel
  refine ⟨?_, hd⟩
  rw [hamiltonian, Matrix.mul_add, Matrix.mul_add, Matrix.add_mul, Matrix.add_mul]
  congr 1
  · congr 1
    · simp only [Finset.mul_sum, Finset.sum_mul, hop]
      exact Finset.sum_comm
    · simp only [Finset.mul_sum, Finset.sum_mul, Matrix.mul_smul, Matrix.smul_mul,
        even _ _ (hhalf _) (hhalf _)]
  · simp only [Finset.mul_sum, Finset.sum_mul, Matrix.mul_smul, Matrix.smul_mul,
      even _ _ (hd _) (hd _)]
```

`iso` states that $W$ preserves inner products, and `key` is the final sign reversal. Despite its name, the theorem concerns site densities in single eigenstates, not thermal averages or intersite coherences.

```lean
/-- Uniform density theorem: for bipartite symmetric hopping, every site carries exactly one
electron on average in a nondegenerate eigenstate of the Hamiltonian. -/
theorem uniform_density {a : Λ × Bool → Matrix ν ν ℂ} (ha : IsCAR a) {e : Λ → ℝ}
    {t : Λ → Λ → ℝ} (ht : Bipartite e t) {U : Λ → ℝ} {V : Λ → Λ → ℝ} {E : ℂ} {v : ν → ℂ}
    (hv : Nondegenerate (hamiltonian t U V a) E v) (p : Λ) :
    star v ⬝ᵥ (density a p *ᵥ v) = 1 := by
  obtain ⟨W, hW, hb⟩ := exists_particleHole ha (e := fun i => e i.1) (fun i => ht.sign i.1)
  obtain ⟨hWH, hd⟩ := particleHole_symmetry ha ht U V hb
  have iso : ∀ x y : ν → ℂ, star (W *ᵥ x) ⬝ᵥ (W *ᵥ y) = star x ⬝ᵥ y := fun x y => by
    rw [Matrix.star_mulVec, ← Matrix.dotProduct_mulVec, Matrix.mulVec_mulVec, hW,
      Matrix.one_mulVec]
  -- nondegeneracy: the particle-hole image of v is v up to a phase
  obtain ⟨z, hz⟩ := hv.unique (W *ᵥ v) (by
    rw [Matrix.mulVec_mulVec, ← hWH, ← Matrix.mulVec_mulVec, hv.eigen, Matrix.mulVec_smul])
  have hzz : star z * z = 1 := by
    have h := iso v v
    rw [hz, star_smul, smul_dotProduct, dotProduct_smul, hv.norm, smul_eq_mul, smul_eq_mul,
      mul_one] at h
    exact h
  have key : star v ⬝ᵥ ((density a p - 1) *ᵥ v) = -(star v ⬝ᵥ ((density a p - 1) *ᵥ v)) := by
    conv_lhs =>
      rw [← iso, Matrix.mulVec_mulVec, hd p, Matrix.neg_mulVec, ← Matrix.mulVec_mulVec, hz,
        Matrix.mulVec_smul, dotProduct_neg, star_smul, smul_dotProduct, dotProduct_smul,
        smul_smul, hzz, one_smul]
  rw [Matrix.sub_mulVec, Matrix.one_mulVec, dotProduct_sub, hv.norm] at key
  linear_combination key / 2
```

## A hopping dimer

`site p` annihilates one spin species on site $p$; `parity` supplies the signs between species.

```lean
/-- Annihilation operators of two orbitals in the basis empty, first, second, both. -/
def site : Fin 2 → Matrix (Fin 4) (Fin 4) ℤ :=
  ![!![0, 1, 0, 0; 0, 0, 0, 0; 0, 0, 0, 1; 0, 0, 0, 0],
    !![0, 0, 1, 0; 0, 0, 0, -1; 0, 0, 0, 0; 0, 0, 0, 0]]

/-- The fermion parity of two orbitals. -/
def parity : Matrix (Fin 4) (Fin 4) ℤ :=
  !![1, 0, 0, 0; 0, -1, 0, 0; 0, 0, -1, 0; 0, 0, 0, 1]

/-- An integer matrix read as a complex matrix. -/
noncomputable def toC : Matrix (Fin 4) (Fin 4) ℤ →+* Matrix (Fin 4) (Fin 4) ℂ :=
  (Int.castRingHom ℂ).mapMatrix

/-- The annihilation operators of a two-site lattice with spin. -/
noncomputable def dimer : Fin 2 × Bool → Matrix (Fin 4 × Fin 4) (Fin 4 × Fin 4) ℂ
  | (p, true) => toC (site p) ⊗ₖ 1
  | (p, false) => toC parity ⊗ₖ toC (site p)

/-- Hopping of amplitude `-1` between the two sites. -/
def dimerHop (p q : Fin 2) : ℝ := if p = q then 0 else -1

/-- The matrix that exchanges the two singly occupied basis states of one spin species and sends the
empty and doubly occupied ones to zero. -/
def swap : Matrix (Fin 4) (Fin 4) ℂ := !![0, 0, 0, 0; 0, 0, 1, 0; 0, 1, 0, 0; 0, 0, 0, 0]
```

Both electrons occupy the bonding orbital, giving four amplitudes $1/2$.

```lean
/-- One electron of each spin, each in the even combination of the two sites. -/
noncomputable def dimerState (x : Fin 4 × Fin 4) : ℂ :=
  (![0, 1, 1, 0] : Fin 4 → ℂ) x.1 * (![0, 1, 1, 0] : Fin 4 → ℂ) x.2 / 2

/-- The adjoint of an integer matrix is its transpose. -/
theorem toC_adjoint (A : Matrix (Fin 4) (Fin 4) ℤ) : (toC A)ᴴ = toC Aᵀ := by
  ext i j
  simp [toC]

/-- The fermion parity is Hermitian and squares to one. -/
theorem parity_spec : (toC parity)ᴴ = toC parity ∧ toC parity * toC parity = 1 := by
  have h1 : parityᵀ = parity := by decide +kernel
  have h2 : parity * parity = 1 := by decide +kernel
  exact ⟨by rw [toC_adjoint, h1], by rw [← map_mul toC, h2, map_one]⟩
```

Integer matrix identities give the anticommutation relations.

```lean
/-- The operators of the two-site lattice obey the canonical anticommutation relations. -/
theorem dimer_isCAR : IsCAR dimer := by
  obtain ⟨hP, hPP⟩ := parity_spec
  -- the relations of the integer matrices are evaluated
  have z1 : ∀ p q, site p * site q + site q * site p = 0 := by decide +kernel
  have z2 : ∀ p q, site p * (site q)ᵀ + (site q)ᵀ * site p = if p = q then 1 else 0 := by
    decide +kernel
  have z3 : ∀ p, parity * site p + site p * parity = 0 := by decide +kernel
  have h1 : ∀ p q, toC (site p) * toC (site q) + toC (site q) * toC (site p) = 0 :=
    fun p q => by rw [← map_mul toC, ← map_mul toC, ← map_add toC, z1, map_zero]
  have h2 : ∀ p q, toC (site p) * (toC (site q))ᴴ + (toC (site q))ᴴ * toC (site p)
      = if p = q then 1 else 0 := fun p q => by
    rw [toC_adjoint, ← map_mul toC, ← map_mul toC, ← map_add toC, z2]
    split_ifs <;> simp
  have h3 : ∀ p, toC parity * toC (site p) + toC (site p) * toC parity = 0 :=
    fun p => by rw [← map_mul toC, ← map_mul toC, ← map_add toC, z3, map_zero]
  have h4 : ∀ p, toC parity * (toC (site p))ᴴ + (toC (site p))ᴴ * toC parity = 0 := fun p => by
    have h := congrArg conjTranspose (h3 p)
    rw [conjTranspose_add, conjTranspose_mul, conjTranspose_mul, hP, conjTranspose_zero] at h
    rw [add_comm]; exact h
  constructor
  · rintro ⟨p, _ | _⟩ ⟨q, _ | _⟩ <;>
      simp only [dimer, ← Matrix.mul_kronecker_mul, Matrix.mul_one, Matrix.one_mul]
    · rw [← Matrix.kronecker_add, h1, Matrix.kronecker_zero]
    · rw [← Matrix.add_kronecker, h3, Matrix.zero_kronecker]
    · rw [← Matrix.add_kronecker, add_comm, h3, Matrix.zero_kronecker]
    · rw [← Matrix.add_kronecker, h1, Matrix.zero_kronecker]
  · rintro ⟨p, _ | _⟩ ⟨q, _ | _⟩ <;>
      simp only [dimer, Matrix.conjTranspose_kronecker, conjTranspose_one, hP,
        ← Matrix.mul_kronecker_mul, Matrix.mul_one, Matrix.one_mul]
    · rw [← Matrix.kronecker_add, h2, hPP]
      by_cases h : p = q <;> simp [h]
    · rw [← Matrix.add_kronecker, h4]
      simp
    · rw [← Matrix.add_kronecker, add_comm, h3]
      simp
    · rw [← Matrix.add_kronecker, h2]
      by_cases h : p = q <;> simp [h]
```

Solving the sixteen amplitude equations at energy $-2$ leaves only multiples of `dimerState`, so all hypotheses are met with $U=V=0$.

```lean
set_option maxHeartbeats 400000 in
/-- The two-site lattice with pure hopping meets all hypotheses of the uniform density theorem,
with `dimerState` as nondegenerate eigenstate at energy `-2`. -/
theorem uniform_density_witness : IsCAR dimer ∧ Bipartite ![1, -1] dimerHop ∧
    Nondegenerate (hamiltonian dimerHop 0 0 dimer) (-2) dimerState := by
  obtain ⟨hP, hPP⟩ := parity_spec
  refine ⟨dimer_isCAR, ⟨?_, ?_, ?_⟩, ?_⟩
  · intro p; fin_cases p <;> simp
  · intro p q; simp [dimerHop, eq_comm]
  · intro p q
    fin_cases p <;> fin_cases q <;> norm_num [dimerHop]
  · -- each spin species hops independently between the two sites
    have hz : (site 0)ᵀ * site 1 + (site 1)ᵀ * site 0
        = !![0, 0, 0, 0; 0, 0, 1, 0; 0, 1, 0, 0; 0, 0, 0, 0] := by decide +kernel
    have hk : (toC (site 0))ᴴ * toC (site 1) + (toC (site 1))ᴴ * toC (site 0) = swap := by
      rw [toC_adjoint, toC_adjoint, ← map_mul toC, ← map_mul toC, ← map_add toC, hz]
      ext i j
      fin_cases i <;> fin_cases j <;> simp [toC, swap]
    have hH : hamiltonian dimerHop 0 0 dimer
        = -(((toC (site 0))ᴴ * toC (site 1) + (toC (site 1))ᴴ * toC (site 0)) ⊗ₖ 1
          + 1 ⊗ₖ ((toC (site 0))ᴴ * toC (site 1) + (toC (site 1))ᴴ * toC (site 0))) := by
      simp [hamiltonian, dimerHop, Fin.sum_univ_two, dimer, Matrix.conjTranspose_kronecker,
        ← Matrix.mul_kronecker_mul, hP, hPP, Matrix.add_kronecker, Matrix.kronecker_add]
      abel
    have hs : ∀ (f : Fin 4 → ℂ) (i : Fin 4),
        ∑ x, swap i x * f x = (![0, f 2, f 1, 0] : Fin 4 → ℂ) i := fun f i => by
      fin_cases i <;> simp [swap, Fin.sum_univ_four]
    have hact : ∀ (w : Fin 4 × Fin 4 → ℂ) (i j : Fin 4),
        (hamiltonian dimerHop 0 0 dimer *ᵥ w) (i, j)
        = -((![0, w (2, j), w (1, j), 0] : Fin 4 → ℂ) i
          + (![0, w (i, 2), w (i, 1), 0] : Fin 4 → ℂ) j) := fun w i j => by
      have h1 : ((swap ⊗ₖ (1 : Matrix (Fin 4) (Fin 4) ℂ)) *ᵥ w) (i, j)
          = ∑ x, swap i x * w (x, j) := by
        simp [Matrix.mulVec, dotProduct, Fintype.sum_prod_type, Matrix.one_apply]
      have h2 : (((1 : Matrix (Fin 4) (Fin 4) ℂ) ⊗ₖ swap) *ᵥ w) (i, j)
          = ∑ y, swap j y * w (i, y) := by
        simp [Matrix.mulVec, dotProduct, Fintype.sum_prod_type_right, Matrix.one_apply]
      rw [hH, hk, Matrix.neg_mulVec, Matrix.add_mulVec, Pi.neg_apply, Pi.add_apply, h1, h2,
        hs (fun x => w (x, j)) i, hs (fun y => w (i, y)) j]
    refine ⟨?_, ?_, fun w hw => ⟨2 * w (1, 1), ?_⟩⟩
    · simp [dotProduct, Fintype.sum_prod_type, Fin.sum_univ_four, dimerState]
      norm_num
    · ext ⟨i, j⟩
      rw [hact]
      fin_cases i <;> fin_cases j <;> simp [dimerState] <;> norm_num
    · have h := fun i j => congrFun hw (i, j)
      simp only [hact, Pi.smul_apply, smul_eq_mul] at h
      -- amplitudes with an empty or doubly filled spin species vanish
      have o : ∀ x : ℂ, -(0 + 0) = -2 * x → x = 0 := fun x h1 => by
        linear_combination (1 / 2) * h1
      have r : ∀ x y : ℂ, -(0 + y) = -2 * x → -(0 + x) = -2 * y → x = 0 ∧ y = 0 :=
        fun x y h1 h2 => ⟨by linear_combination (2 / 3) * h1 + (1 / 3) * h2,
          by linear_combination (1 / 3) * h1 + (2 / 3) * h2⟩
      have c : ∀ x y : ℂ, -(y + 0) = -2 * x → -(x + 0) = -2 * y → x = 0 ∧ y = 0 :=
        fun x y h1 h2 => r x y (by linear_combination h1) (by linear_combination h2)
      have o1 := o (w (0, 0)) (h 0 0)
      have o2 := o (w (0, 3)) (h 0 3)
      have o3 := o (w (3, 0)) (h 3 0)
      have o4 := o (w (3, 3)) (h 3 3)
      obtain ⟨r1, r2⟩ := r (w (0, 1)) (w (0, 2)) (h 0 1) (h 0 2)
      obtain ⟨r3, r4⟩ := r (w (3, 1)) (w (3, 2)) (h 3 1) (h 3 2)
      obtain ⟨c1, c2⟩ := c (w (1, 0)) (w (2, 0)) (h 1 0) (h 2 0)
      obtain ⟨c3, c4⟩ := c (w (1, 3)) (w (2, 3)) (h 1 3) (h 2 3)
      -- the four remaining amplitudes are equal
      have m1 : -(w (2, 1) + w (1, 2)) = -2 * w (1, 1) := h 1 1
      have m2 : -(w (2, 2) + w (1, 1)) = -2 * w (1, 2) := h 1 2
      have m3 : -(w (1, 1) + w (2, 2)) = -2 * w (2, 1) := h 2 1
      have d1 : w (1, 2) = w (1, 1) := by
        linear_combination (-1 / 2) * m1 + (1 / 4) * m2 - (1 / 4) * m3
      have d2 : w (2, 1) = w (1, 1) := by
        linear_combination (-1 / 2) * m1 - (1 / 4) * m2 + (1 / 4) * m3
      have d3 : w (2, 2) = w (1, 1) := by
        linear_combination -m1 - (1 / 2) * m2 - (1 / 2) * m3
      ext ⟨i, j⟩
      fin_cases i <;> fin_cases j <;>
        simp [dimerState, o1, o2, o3, o4, r1, r2, r3, r4, c1, c2, c3, c4, d1, d2, d3] <;> ring

end UniformDensity
```

```lean
#print axioms UniformDensity.particleHole_symmetry
#print axioms UniformDensity.uniform_density
```

```
'UniformDensity.particleHole_symmetry' depends on axioms: [propext, Classical.choice, Quot.sound]
'UniformDensity.uniform_density' depends on axioms: [propext, Classical.choice, Quot.sound]
```
